# T-move energies add for two non-interacting finite fragments with a nowhere-zero product trial vector

For a real symmetric Hamiltonian matrix $A$ on a finite nonempty set of configurations and a trial vector $\psi$ without zeros, the T-move matrix is obtained by removing the off-diagonal elements with $\psi(x)A(x,y)\psi(y)>0$ and adding their action on $\psi$, divided by $\psi$, to the diagonal. The rule is applied here to the whole Hamiltonian, whereas T-moves in diffusion Monte Carlo apply it only to the non-local potential. The T-move energy is the lowest eigenvalue of this matrix, and the file below proves that it is additive over two fragments that do not interact, when the joint trial vector is the product of the fragment trial vectors.

```lean
import Mathlib

open Matrix
open scoped Kronecker

namespace TMoveSizeConsistency

noncomputable section

variable {n X Y : Type*} [Fintype n] [DecidableEq n]
  [Fintype X] [DecidableEq X] [Fintype Y] [DecidableEq Y]

/-- The sign-violating part of a Hamiltonian `A`: the off-diagonal elements with
`ψ x * A x y * ψ y > 0`, all other entries being zero. -/
def signViolating (A : Matrix n n ℝ) (ψ : n → ℝ) : Matrix n n ℝ :=
  fun x y => if x ≠ y ∧ 0 < ψ x * A x y * ψ y then A x y else 0

/-- The T-move matrix for a nowhere-zero trial vector `ψ`: sign-violating elements are removed
and their action on `ψ`, divided by `ψ`, is added to the diagonal. -/
def tMove (A : Matrix n n ℝ) (ψ : n → ℝ) : Matrix n n ℝ :=
  A - signViolating A ψ + diagonal (fun x => (signViolating A ψ *ᵥ ψ) x / ψ x)

/-- The Hamiltonian `A ⊗ 1 + 1 ⊗ B` of two fragments that do not interact. -/
def joint (A : Matrix X X ℝ) (B : Matrix Y Y ℝ) : Matrix (X × Y) (X × Y) ℝ :=
  A ⊗ₖ (1 : Matrix Y Y ℝ) + (1 : Matrix X X ℝ) ⊗ₖ B

/-- The product vector `a ⊗ b` of two fragment vectors. -/
def prodVec (a : X → ℝ) (b : Y → ℝ) : X × Y → ℝ := fun p => a p.1 * b p.2

/-- The set of real eigenvalues of a matrix. -/
def energyLevels (M : Matrix n n ℝ) : Set ℝ := {E | ∃ v : n → ℝ, v ≠ 0 ∧ M *ᵥ v = E • v}

/-- The T-move energy: the infimum of the eigenvalues of the T-move matrix, for a symmetric
Hamiltonian on a nonempty configuration set and a nowhere-zero trial vector. -/
def tMoveEnergy (A : Matrix n n ℝ) (ψ : n → ℝ) : ℝ := sInf (energyLevels (tMove A ψ))

/-- For a nowhere-zero trial vector, the T-move matrix acts on it exactly as the original
Hamiltonian does. -/
theorem tMove_mulVec_trial (A : Matrix n n ℝ) {ψ : n → ℝ} (hψ : ∀ x, ψ x ≠ 0) :
    tMove A ψ *ᵥ ψ = A *ᵥ ψ := by
  ext x
  simp only [tMove, Matrix.add_mulVec, Matrix.sub_mulVec, Pi.add_apply, Pi.sub_apply,
    Matrix.mulVec_diagonal]
  rw [div_mul_cancel₀ _ (hψ x)]
  ring

/-- The T-move matrix of a symmetric Hamiltonian is symmetric. -/
theorem tMove_isSymm {A : Matrix n n ℝ} (hA : A.IsSymm) (ψ : n → ℝ) : (tMove A ψ).IsSymm := by
  have hv : ∀ i j, signViolating A ψ j i = signViolating A ψ i j := by
    intro i j
    have h : ψ j * A i j * ψ i = ψ i * A i j * ψ j := by ring
    simp only [signViolating, hA.apply i j]
    exact if_congr (by rw [h, ne_comm]) rfl rfl
  refine Matrix.IsSymm.ext fun i j => ?_
  rcases eq_or_ne i j with rfl | h
  · rfl
  · simp [tMove, hA.apply i j, hv i j, h, h.symm]

omit [Fintype X] [Fintype Y] in
/-- The matrix elements of the joint Hamiltonian: each fragment moves while the other rests. -/
lemma joint_apply (A : Matrix X X ℝ) (B : Matrix Y Y ℝ) (x x' : X) (y y' : Y) :
    joint A B (x, y) (x', y') =
      A x x' * (if y = y' then 1 else 0) + (if x = x' then 1 else 0) * B y y' := by
  simp only [joint, Matrix.add_apply, Matrix.kroneckerMap_apply, Matrix.one_apply]

/-- The joint Hamiltonian acts on a vector by `A` in the first coordinate plus `B` in the
second. -/
lemma joint_mulVec (A : Matrix X X ℝ) (B : Matrix Y Y ℝ) (w : X × Y → ℝ) (x : X) (y : Y) :
    (joint A B *ᵥ w) (x, y) =
      (A *ᵥ fun x' => w (x', y)) x + (B *ᵥ fun y' => w (x, y')) y := by
  simp only [Matrix.mulVec, dotProduct, Fintype.sum_prod_type, joint_apply, add_mul,
    Finset.sum_add_distrib]
  congr 1
  · simp
  · rw [Finset.sum_comm]
    simp

/-- The joint Hamiltonian maps `a ⊗ b` to `A a ⊗ b + a ⊗ B b`. -/
lemma joint_mulVec_prodVec (A : Matrix X X ℝ) (B : Matrix Y Y ℝ) (a : X → ℝ) (b : Y → ℝ)
    (x : X) (y : Y) :
    (joint A B *ᵥ prodVec a b) (x, y) = (A *ᵥ a) x * b y + a x * (B *ᵥ b) y := by
  rw [joint_mulVec]
  simp only [Matrix.mulVec, dotProduct, prodVec, Finset.sum_mul, Finset.mul_sum]
  congr 1 <;> exact Finset.sum_congr rfl (fun _ _ => by ring)

/-- For nowhere-zero fragment trial vectors, the sign-violating part of the joint Hamiltonian with
the product trial vector is `P_A ⊗ 1 + 1 ⊗ P_B`, where `P_A` and `P_B` are the sign-violating parts
of the fragment Hamiltonians. -/
theorem signViolating_joint (A : Matrix X X ℝ) (B : Matrix Y Y ℝ) {a : X → ℝ} {b : Y → ℝ}
    (ha : ∀ x, a x ≠ 0) (hb : ∀ y, b y ≠ 0) :
    signViolating (joint A B) (prodVec a b) =
      joint (signViolating A a) (signViolating B b) := by
  ext ⟨x, y⟩ ⟨x', y'⟩
  rw [joint_apply]
  simp only [signViolating, joint_apply, prodVec]
  by_cases hx : x = x'
  · subst hx
    by_cases hy : y = y'
    · subst hy
      simp
    · -- the spectator amplitude enters the sign test only through its square
      have key : 0 < a x * b y * B y y' * (a x * b y') ↔ 0 < b y * B y y' * b y' := by
        have hp : 0 < a x ^ 2 := pow_pos_of_ne (ha x)
        rw [show a x * b y * B y y' * (a x * b y') = a x ^ 2 * (b y * B y y' * b y') by ring]
        exact mul_pos_iff_of_pos_left hp
      simp [hy, key]
  · by_cases hy : y = y'
    · subst hy
      have key : 0 < a x * b y * A x x' * (a x' * b y) ↔ 0 < a x * A x x' * a x' := by
        have hp : 0 < b y ^ 2 := pow_pos_of_ne (hb y)
        rw [show a x * b y * A x x' * (a x' * b y) = b y ^ 2 * (a x * A x x' * a x') by ring]
        exact mul_pos_iff_of_pos_left hp
      simp [hx, key]
    · simp [hx, hy]
where
  pow_pos_of_ne {r : ℝ} (h : r ≠ 0) : 0 < r ^ 2 := by positivity

/-- For nowhere-zero fragment trial vectors, the T-move matrix of two non-interacting fragments with
the product trial vector is `G_A ⊗ 1 + 1 ⊗ G_B`, where `G_A` and `G_B` are the T-move matrices of
the fragments. -/
theorem tMove_joint (A : Matrix X X ℝ) (B : Matrix Y Y ℝ) {a : X → ℝ} {b : Y → ℝ}
    (ha : ∀ x, a x ≠ 0) (hb : ∀ y, b y ≠ 0) :
    tMove (joint A B) (prodVec a b) = joint (tMove A a) (tMove B b) := by
  -- the diagonal corrections of the fragments add
  have hd : ∀ (P : Matrix X X ℝ) (Q : Matrix Y Y ℝ) (x : X) (y : Y),
      (joint P Q *ᵥ prodVec a b) (x, y) / prodVec a b (x, y) =
        (P *ᵥ a) x / a x + (Q *ᵥ b) y / b y := by
    intro P Q x y
    have h1 := ha x
    have h2 := hb y
    rw [joint_mulVec_prodVec, prodVec, add_div, mul_div_mul_right _ _ h2,
      mul_div_mul_left _ _ h1]
  ext ⟨x, y⟩ ⟨x', y'⟩
  simp only [tMove, signViolating_joint A B ha hb, Matrix.add_apply, Matrix.sub_apply,
    joint_apply, Matrix.diagonal_apply, hd, Prod.mk.injEq]
  by_cases hx : x = x' <;> by_cases hy : y = y' <;>
    simp only [hx, hy, and_self, and_true, and_false, ↓reduceIte] <;> ring

/-- A real symmetric matrix on a nonempty finite set has a lowest eigenvalue, equal to the
infimum of its eigenvalues. -/
theorem isLeast_energyLevels [Nonempty n] {M : Matrix n n ℝ} (hM : M.IsSymm) :
    IsLeast (energyLevels M) (sInf (energyLevels M)) := by
  have hH : M.IsHermitian := (Matrix.conjTranspose_eq_transpose_of_trivial M).trans hM
  have hne : (energyLevels M).Nonempty := by
    obtain ⟨i⟩ := ‹Nonempty n›
    exact ⟨hH.eigenvalues i, (hH.eigenvectorBasis i).ofLp,
      fun h => hH.eigenvectorBasis.orthonormal.ne_zero i (PiLp.ext fun k => congrFun h k),
      hH.mulVec_eigenvectorBasis i⟩
  -- eigenvalues are roots of the characteristic polynomial, hence finitely many
  have hfin : (energyLevels M).Finite := by
    refine (Polynomial.finite_setOfPred_isRoot M.charpoly_monic.ne_zero).subset ?_
    rintro E ⟨v, hv, hE⟩
    rw [Set.mem_ofPred_eq, Polynomial.IsRoot, Matrix.eval_charpoly]
    refine Matrix.exists_mulVec_eq_zero_iff.mp ⟨v, hv, ?_⟩
    ext k
    simp [Matrix.sub_mulVec, hE]
  exact ⟨hne.csInf_mem hfin, fun E hE => csInf_le hfin.bddBelow hE⟩

/-- The lowest eigenvalue of a real symmetric matrix on a nonempty finite set bounds its
quadratic form from below. -/
lemma lowest_mul_le [Nonempty n] {M : Matrix n n ℝ} (hM : M.IsSymm) (v : n → ℝ) :
    sInf (energyLevels M) * (v ⬝ᵥ v) ≤ v ⬝ᵥ (M *ᵥ v) := by
  set E := sInf (energyLevels M) with hE
  have hS : (M - E • (1 : Matrix n n ℝ)).IsSymm := by simp [Matrix.IsSymm, hM.eq]
  have hH : (M - E • (1 : Matrix n n ℝ)).IsHermitian :=
    (Matrix.conjTranspose_eq_transpose_of_trivial _).trans hS
  -- the shifted matrix has no negative eigenvalue
  have hP := hH.posSemidef_iff_eigenvalues_nonneg.mpr (fun i => by
    have h := hH.mulVec_eigenvectorBasis i
    rw [Matrix.sub_mulVec, Matrix.smul_mulVec, Matrix.one_mulVec] at h
    have hl : E ≤ hH.eigenvalues i + E := (isLeast_energyLevels hM).2
      ⟨(hH.eigenvectorBasis i).ofLp,
        fun h0 => hH.eigenvectorBasis.orthonormal.ne_zero i (PiLp.ext fun k => congrFun h0 k),
        by rw [add_smul, ← h, sub_add_cancel]⟩
    show 0 ≤ hH.eigenvalues i
    linarith)
  have h := hP.dotProduct_mulVec_nonneg v
  simp only [star_trivial, Matrix.sub_mulVec, Matrix.smul_mulVec, Matrix.one_mulVec,
    dotProduct_sub, dotProduct_smul, smul_eq_mul] at h
  linarith

/-- Size consistency of T-moves: for symmetric fragment Hamiltonians on nonempty configuration sets
and nowhere-zero fragment trial vectors, the T-move energy of the two non-interacting fragments with
the product trial vector is the sum of the fragment T-move energies. -/
theorem tMoveEnergy_joint [Nonempty X] [Nonempty Y] {A : Matrix X X ℝ} {B : Matrix Y Y ℝ}
    (hA : A.IsSymm) (hB : B.IsSymm) {a : X → ℝ} {b : Y → ℝ}
    (ha : ∀ x, a x ≠ 0) (hb : ∀ y, b y ≠ 0) :
    tMoveEnergy (joint A B) (prodVec a b) = tMoveEnergy A a + tMoveEnergy B b := by
  have hG := tMove_isSymm hA a
  have hK := tMove_isSymm hB b
  unfold tMoveEnergy
  rw [tMove_joint A B ha hb]
  generalize tMove A a = G at *
  generalize tMove B b = K at *
  refine IsLeast.csInf_eq ⟨?_, ?_⟩
  · -- the product of the fragment ground vectors attains the sum
    obtain ⟨u, hu, hGu⟩ := (isLeast_energyLevels hG).1
    obtain ⟨v, hv, hKv⟩ := (isLeast_energyLevels hK).1
    obtain ⟨x, hx⟩ := Function.ne_iff.mp hu
    obtain ⟨y, hy⟩ := Function.ne_iff.mp hv
    refine ⟨prodVec u v, fun h => mul_ne_zero hx hy (congrFun h (x, y)), ?_⟩
    funext ⟨x, y⟩
    rw [joint_mulVec_prodVec, hGu, hKv]
    simp only [prodVec, Pi.smul_apply, smul_eq_mul]
    ring
  · -- slicing a joint eigenvector along each fragment bounds its energy from below
    rintro E ⟨w, hw, hE⟩
    have e : w ⬝ᵥ (joint G K *ᵥ w) =
        ∑ y, (fun x => w (x, y)) ⬝ᵥ (G *ᵥ fun x => w (x, y)) +
        ∑ x, (fun y => w (x, y)) ⬝ᵥ (K *ᵥ fun y => w (x, y)) := by
      simp only [dotProduct, Fintype.sum_prod_type, joint_mulVec, mul_add,
        Finset.sum_add_distrib]
      congr 1
      exact Finset.sum_comm
    have n1 : w ⬝ᵥ w = ∑ y, (fun x => w (x, y)) ⬝ᵥ (fun x => w (x, y)) := by
      simp only [dotProduct, Fintype.sum_prod_type]
      exact Finset.sum_comm
    have n2 : w ⬝ᵥ w = ∑ x, (fun y => w (x, y)) ⬝ᵥ (fun y => w (x, y)) := by
      simp only [dotProduct, Fintype.sum_prod_type]
    have h1 : sInf (energyLevels G) * (w ⬝ᵥ w) ≤
        ∑ y, (fun x => w (x, y)) ⬝ᵥ (G *ᵥ fun x => w (x, y)) := by
      rw [n1, Finset.mul_sum]
      exact Finset.sum_le_sum fun y _ => lowest_mul_le hG _
    have h2 : sInf (energyLevels K) * (w ⬝ᵥ w) ≤
        ∑ x, (fun y => w (x, y)) ⬝ᵥ (K *ᵥ fun y => w (x, y)) := by
      rw [n2, Finset.mul_sum]
      exact Finset.sum_le_sum fun x _ => lowest_mul_le hK _
    have hpos : 0 < w ⬝ᵥ w :=
      lt_of_le_of_ne (Finset.sum_nonneg fun i _ => mul_self_nonneg (w i))
        (fun h => hw (dotProduct_self_eq_zero.mp h.symm))
    rw [hE, dotProduct_smul, smul_eq_mul] at e
    refine le_of_mul_le_mul_right ?_ hpos
    linarith

/-- Let `G_A` and `G_B` be the fragment T-move matrices for nowhere-zero trial vectors. The
Kronecker product of the steps `1 - τ G_A` and `1 - τ G_B` minus the step of the joint system with
the product trial vector is exactly `τ ^ 2` times `G_A ⊗ G_B`. -/
theorem step_defect (A : Matrix X X ℝ) (B : Matrix Y Y ℝ) {a : X → ℝ} {b : Y → ℝ}
    (ha : ∀ x, a x ≠ 0) (hb : ∀ y, b y ≠ 0) (τ : ℝ) :
    (1 - τ • tMove A a) ⊗ₖ (1 - τ • tMove B b) - (1 - τ • tMove (joint A B) (prodVec a b)) =
      τ ^ 2 • (tMove A a ⊗ₖ tMove B b) := by
  rw [tMove_joint A B ha hb]
  ext ⟨x, y⟩ ⟨x', y'⟩
  simp only [Matrix.sub_apply, Matrix.smul_apply, Matrix.kroneckerMap_apply, joint_apply,
    Matrix.one_apply, Prod.mk.injEq, smul_eq_mul]
  by_cases hx : x = x' <;> by_cases hy : y = y' <;>
    simp only [hx, hy, and_self, and_true, and_false, ↓reduceIte] <;> ring

end

end TMoveSizeConsistency
```

```lean
#print axioms TMoveSizeConsistency.tMove_mulVec_trial
#print axioms TMoveSizeConsistency.tMoveEnergy_joint
#print axioms TMoveSizeConsistency.step_defect
```

```
'TMoveSizeConsistency.tMove_mulVec_trial' depends on axioms: [propext, Classical.choice, Quot.sound]
'TMoveSizeConsistency.tMoveEnergy_joint' depends on axioms: [propext, Classical.choice, Quot.sound]
'TMoveSizeConsistency.step_defect' depends on axioms: [propext, Classical.choice, Quot.sound]
```

## The T-move matrix and its energy

Write $P$ for the sign-violating part of $A$, which is `signViolating A ψ` in the file. The T-move matrix `tMove A ψ` is

$$G = A - P + \mathrm{diag}\!\left(\frac{(P\psi)(x)}{\psi(x)}\right).$$

In a projection step $1-\tau A$ with the original Hamiltonian and time step $\tau>0$, importance sampling multiplies the element from $y$ to $x$ by $\psi(x)/\psi(y)$. An off-diagonal element with $\psi(x)A(x,y)\psi(y)>0$ would then give a negative weight, which cannot serve as a transition probability. The T-move matrix replaces such moves by a diagonal potential, and the step becomes $1-\tau G$.

This potential is chosen so that the trial vector does not notice the change. The term $-P\psi$ and the diagonal term $+P\psi$ cancel, so $G\psi=A\psi$, and the local energy $(A\psi)(x)/\psi(x)$ is the same for $G$. This is `tMove_mulVec_trial`.

`energyLevels M` is the set of real eigenvalues of $M$, and `tMoveEnergy` is the infimum of this set for $M=G$. For a symmetric matrix on a nonempty set, `isLeast_energyLevels` shows that the infimum is itself an eigenvalue.

## Two fragments and what is proved about them

The fragments have configuration sets `X` and `Y`, Hamiltonians $A$ and $B$, and trial vectors $a$ and $b$. A joint configuration is a pair $(x,y)$. The joint Hamiltonian `joint A B` is $H=A\otimes 1+1\otimes B$, and `prodVec a b` is the product $a(x)b(y)$. Let $P_A,G_A$ and $P_B,G_B$ be the fragment matrices built with $a$ and $b$.

There are three main statements, all for nowhere-zero $a$ and $b$:

- `tMove_joint`: the T-move matrix of $H$ with trial vector $a\otimes b$ is $G_A\otimes 1+1\otimes G_B$. Symmetry is not assumed here.
- `tMoveEnergy_joint`: if $A$ and $B$ are symmetric and both configuration sets are nonempty, the joint T-move energy is the sum of the fragment T-move energies.
- `step_defect`: the product of the fragment steps differs from the joint step by exactly $\tau^2\,G_A\otimes G_B$.

In diffusion Monte Carlo, T-moves are used to treat non-local effective core potentials. Identifying the lowest eigenvalue of $G$ with the projected energy at zero time step, the second statement is size consistency for a finite matrix model with non-interacting fragments and a product trial vector. The sign rule acts on the whole matrix, as in the fixed-node method for lattice Hamiltonians, and not on a separate non-local potential. Continuous space, antisymmetry between the fragments and the energy bias of a finite-time-step algorithm lie beyond this model.

## Why the T-move matrix splits

The elements of the joint Hamiltonian are

$$H\big((x,y),(x',y')\big)=A(x,x')\,\delta_{yy'}+\delta_{xx'}\,B(y,y').$$

If both fragments move, the element is zero. If neither moves, it is diagonal and never counts as sign-violating. If only the first moves, then $y=y'$, and the sign test reads

$$a(x)b(y)\,A(x,x')\,a(x')b(y)=b(y)^2\;a(x)A(x,x')a(x').$$

Since $b(y)^2>0$, the joint test agrees with the test for the first fragment alone. The same holds with the roles exchanged, so the sign-violating part of $H$ is $P_A\otimes1+1\otimes P_B$. In `signViolating_joint`, the `by_cases` splits on `x = x'` and `y = y'` produce these cases, and `key` removes the squared amplitude of the resting fragment.

For the diagonal, `joint_mulVec_prodVec` gives the action on the product vector. Dividing by $a(x)b(y)$ yields

$$\frac{(P_Aa)(x)\,b(y)+a(x)\,(P_Bb)(y)}{a(x)b(y)}=\frac{(P_Aa)(x)}{a(x)}+\frac{(P_Bb)(y)}{b(y)}.$$

This is `hd` in the proof of `tMove_joint`. The Hamiltonian, its sign-violating part and the diagonal correction therefore all split into fragment terms, and so does the T-move matrix.

## Why the lowest eigenvalues add

The test $\psi(x)A(x,y)\psi(y)>0$ is unchanged when $x$ and $y$ are exchanged in a symmetric $A$. Hence $G_A$ and $G_B$ are symmetric (`tMove_isSymm`). Their eigenvalue sets are nonempty by the spectral theorem and finite because eigenvalues are roots of the characteristic polynomial, so lowest eigenvalues $E_A$ and $E_B$ exist.

For a symmetric matrix $M$ with lowest eigenvalue $E_0$, the matrix $M-E_0 1$ has no negative eigenvalue and is positive semidefinite. This gives `lowest_mul_le`:

$$E_0\,(v\cdot v)\le v\cdot Mv .$$

The sum $E_A+E_B$ is attained. Take nonzero $u$ and $v$ with $G_Au=E_Au$ and $G_Bv=E_Bv$. Then

$$(G_A\otimes1+1\otimes G_B)(u\otimes v)=(E_A+E_B)\,u\otimes v,$$

and $u\otimes v$ is nonzero.

Nothing lies lower. Let $w\ne0$ be a joint eigenvector with eigenvalue $E$. Fixing $y$ gives a vector $w(\cdot,y)$ on the first fragment, and fixing $x$ gives $w(x,\cdot)$ on the second. Then

$$E\,(w\cdot w)=\sum_y w(\cdot,y)\cdot G_A\,w(\cdot,y)+\sum_x w(x,\cdot)\cdot G_B\,w(x,\cdot).$$

The quadratic-form bound applies to every slice. The squared norms of the slices add up to $w\cdot w$ in either direction, so the right side is at least $(E_A+E_B)(w\cdot w)$. Division by $w\cdot w>0$ gives $E\ge E_A+E_B$.

In `tMoveEnergy_joint`, the rewrite with `tMove_joint` comes first, and `generalize` then replaces $G_A$ and $G_B$ by arbitrary symmetric matrices, called `G` and `K` in the code. The identity for the slices is `e`, the two bounds are `h1` and `h2`, and `hpos` permits the division.

## The second-order term in a short step

Expanding the product of the fragment steps gives

$$(1-\tau G_A)\otimes(1-\tau G_B)=1-\tau(G_A\otimes1+1\otimes G_B)+\tau^2\,G_A\otimes G_B .$$

By the matrix identity, the first two terms on the right are the joint step $1-\tau G$, where $G$ is now the joint T-move matrix. Factorisation thus holds to first order in $\tau$. The proof of `step_defect` compares the matrices element by element. The remainder is a difference between operators and should not be read as an energy error.

## A trial vector with a zero

Let both fragments have two configurations, and take

$$A=\begin{pmatrix}0&1\\1&0\end{pmatrix},\quad a=(1,1),\quad B=0,\quad b=(1,0).$$

Both off-diagonal elements of $A$ violate the sign rule, so $G_A$ is the identity with energy $1$, while $G_B=0$ has energy $0$. In the joint system, the product amplitude vanishes whenever the second fragment is in its second configuration. No element there passes the test $>0$, and $A$ survives unchanged in that block, with Lean reading the quotient $0/0$ as $0$. The joint energy is therefore $-1$ instead of $1$. For the matrix as defined in the file, it is therefore not enough to require that $b$ is not the zero vector. A simulation with importance sampling never enters configurations where the trial vector vanishes. If these are left out, the joint energy in this example is $1$ and the energies add again.
